# Readout probabilities in phase estimation: closed form and normalisation

## Question

To get an energy out of phase estimation I measure an $N$-level register, read an outcome $k \in \{0, \dots, N-1\}$, and take $k/N$ as my estimate of the eigenphase $\varphi$, defined by the eigenvalue $e^{2\pi i \varphi}$ of the unitary being applied. To judge how far to trust that step I use the distribution of $k$. With

$$\alpha(d) = \frac{1}{N}\sum_{j=0}^{N-1} e^{2\pi i j d}, \qquad d \in \mathbb{R},$$

and for a register prepared in the uniform superposition, a system in an eigenstate with this eigenvalue and an exact, noiseless circuit, the probability of outcome $k$ is $|\alpha(\varphi - k/N)|^2$. The claim is that for $N \ge 1$

$$|\alpha(d)|^2 = \frac{\sin^2(\pi N d)}{N^2 \sin^2(\pi d)} \quad (d \notin \mathbb{Z}), \qquad \sum_{k=0}^{N-1} |\alpha(\varphi - k/N)|^2 = 1 \quad (\varphi \in \mathbb{R}).$$

How can this be stated and proved in Lean 4 with Mathlib?

## Answer

### How the register is described

Let $U$ be the unitary and suppose the system is in an eigenstate with eigenvalue $e^{2\pi i\varphi}$. Applying $U^j$ controlled on register state $|j\rangle$, starting from the uniform superposition, leaves the register in the normalised state $N^{-1/2}\sum_{j<N} e^{2\pi i j \varphi}|j\rangle$. The inverse Fourier transform has matrix elements $N^{-1/2} e^{-2\pi i jk/N}$, so the amplitude on $|k\rangle$ is $N^{-1}\sum_{j<N} e^{2\pi i j(\varphi - k/N)} = \alpha(\varphi - k/N)$. The file takes this last expression as its definition. It contains no operator, state vector or circuit, and what it proves are statements about the function $\alpha$. They describe the readout for an exact eigenstate, exact controlled powers of $U$ and a noiseless register; in that idealisation, with $U = e^{-iHt}$ for a Hamiltonian $H$, a time $t$ and $\hbar = 1$, an eigenvalue $E$ corresponds to $\varphi = -Et/2\pi$ modulo one.

Three definitions carry the model. `phase x` is the complex number $e(x) := e^{2\pi i x}$ for real $x$, so phases are counted in turns and not in radians. `amp N d` is $\alpha(d)$, with the sum over `range N`, that is $j = 0, \dots, N-1$; its argument $d$ is called the detuning, and for outcome $k$ it is the difference $\varphi - k/N$. `prob N φ k` is `‖amp N (φ - k / N)‖ ^ 2`, where $k/N$ is a quotient of real numbers and `‖·‖` is the complex modulus. The size $N$ is any natural number with `1 ≤ N`; it need not be a power of two, so qubit registers are a special case. The eigenphase $\varphi$ is any real number and is not reduced to $[0,1)$.

The theorems then read as follows.

- `norm_sq_amp`: for $N \ge 1$ and $d$ different from every integer, written `∀ m : ℤ, d ≠ m`, the denominator $N^2\sin^2(\pi d)$ is non-zero and the closed form holds.
- `sum_prob`: for $N \ge 1$ and every real $\varphi$, the $N$ probabilities add up to one.
- `amp_int`: $\alpha(m) = 1$ for every integer $m$ and $N \ge 1$.
- `amp_grid`: for $j, l < N$, $\alpha(j/N - l/N)$ is one if $j = l$ and zero otherwise. A phase $j/N$ on the grid is read with certainty. No separate condition on $N$ appears because $j < N$ already forces $N \ge 1$.
- `four_div_pi_sq_le`: for $N \ge 1$ and $|d| \le 1/(2N)$, half a grid spacing, $|\alpha(d)|^2 \ge 4/\pi^2$.

The condition on $d$ in the first theorem matters: at an integer $d$ the quotient is $0/0$, which Lean evaluates to $0$, while `amp_int` gives $|\alpha(d)|^2 = 1$. At $N = 1$ the amplitude is the single term $e(0) = 1$, the closed form is $\sin^2(\pi d)/\sin^2(\pi d)$, and there is one outcome with probability one.

### Derivation by hand

**Two facts about $e(x)$.** For a natural number $n$, $e(nx) = e(x)^n$. Writing out real and imaginary parts,

$$|e(x) - 1|^2 = (\cos 2\pi x - 1)^2 + \sin^2 2\pi x = 2 - 2\cos 2\pi x = 4\sin^2(\pi x).$$

**The geometric sum.** Let $S = \sum_{j<N} e(jd)$ be the unnormalised sum, so that $\alpha(d) = S/N$ and $|\alpha(d)|^2 = |S|^2/N^2$. With $q = e(d)$ we have $S = \sum_{j<N} q^j$, and the product telescopes:

$$S\,(e(d) - 1) = q^N - 1 = e(Nd) - 1.$$

Taking squared moduli gives $|S|^2 \cdot 4\sin^2(\pi d) = 4\sin^2(\pi N d)$, that is

$$\sin^2(\pi d)\,|S|^2 = \sin^2(\pi N d). \tag{1}$$

No division has been made, so (1) holds for every $N$ and every real $d$.

**The closed form.** The sine $\sin(\pi d)$ vanishes only if $\pi d = n\pi$ for an integer $n$, which means $d = n$. For non-integer $d$ and $N \ge 1$ the number $N^2\sin^2(\pi d)$ is therefore non-zero, and dividing (1) by it gives $|S|^2/N^2 = \sin^2(\pi N d)/(N^2\sin^2(\pi d))$.

**Integer and grid detunings.** For an integer $m$ each term $e(jm)$ equals one, so $\alpha(m) = N/N = 1$. Now take $j, l < N$ and $d = j/N - l/N$. If $j = l$ then $d = 0$ and $\alpha = 1$. If $j \ne l$, suppose $d = m$ were an integer. Then $j - l = mN$ with $-N < j - l < N$. A negative $m$ gives $mN \le -N$, a positive $m$ gives $mN \ge N$, and $m = 0$ gives $j = l$; all three are excluded. So the closed form applies, and its numerator is $\sin^2(\pi N d) = \sin^2(\pi(j - l)) = 0$. Hence $\alpha(j/N - l/N) = \delta_{jl}$, with $\delta$ the Kronecker symbol.

**Normalisation.** Write $|\alpha|^2 = \alpha\,\overline{\alpha}$ with index $j$ in the first factor and $l$ in the conjugate. Each product of terms splits into a part that depends on $\varphi$ and a part that depends on $k$:

$$e\big(j(\varphi - k/N)\big)\,\overline{e\big(l(\varphi - k/N)\big)} = e\big((j-l)\varphi\big)\; e\big(k(l/N - j/N)\big).$$

Summing over $k$ and moving that sum inside,

$$\sum_{k<N} |\alpha(\varphi - k/N)|^2 = \frac{1}{N^2}\sum_{j<N}\sum_{l<N} e\big((j-l)\varphi\big)\sum_{k<N} e\big(k(l/N - j/N)\big).$$

The innermost sum has the form of the definition of $\alpha$ with $k$ as the running index, so it equals $N\alpha(l/N - j/N) = N\delta_{lj}$. Only $l = j$ survives, where $e(0) = 1$. Each $j$ contributes $N$, there are $N$ values of $j$, and the total is $N \cdot N/N^2 = 1$.

**The lower bound.** Let $|d| \le 1/(2N)$. For $d = 0$, $|\alpha|^2 = 1 \ge 4/\pi^2$ because $\pi > 3$. For $d \ne 0$ put $x = \pi N |d| \in [0, \pi/2]$. On this interval $\sin x \ge 2x/\pi = 2N|d|$, and $\sin^2$ is even, so $\sin^2(\pi N d) \ge 4N^2d^2$. In (1), $\sin^2(\pi d) \le \pi^2 d^2$. Together,

$$4N^2 d^2 \le \sin^2(\pi N d) = \sin^2(\pi d)\,|S|^2 \le \pi^2 d^2 |S|^2 .$$

Cancelling $d^2 > 0$ and dividing by $\pi^2 N^2$ gives $|\alpha(d)|^2 \ge 4/\pi^2$.

### The file

```lean
import Mathlib

open Finset
open scoped Real ComplexConjugate

namespace PhaseEstimation

noncomputable section

/-- The phase factor `exp(2πi x)` of a phase `x` measured in turns. -/
def phase (x : ℝ) : ℂ := Complex.exp (2 * π * Complex.I * x)

/-- Phase-estimation amplitude of an `N`-level register at detuning `d`:
`α(d) = (1/N) ∑_{j<N} exp(2πi j d)`. -/
def amp (N : ℕ) (d : ℝ) : ℂ := (1 / (N : ℂ)) * ∑ j ∈ range N, phase (j * d)

/-- Probability `|α(φ - k/N)|²` of reading outcome `k` when the eigenphase is `φ`. -/
def prob (N : ℕ) (φ : ℝ) (k : ℕ) : ℝ := ‖amp N (φ - k / N)‖ ^ 2

/-- The phase factor of `n x` is the `n`-th power of the phase factor of `x`. -/
theorem phase_nat_mul (n : ℕ) (x : ℝ) : phase (n * x) = phase x ^ n := by
  unfold phase
  rw [← Complex.exp_nat_mul]
  congr 1
  push_cast
  ring

/-- `|exp(2πi x) - 1|² = 4 sin²(π x)`. -/
theorem norm_sq_phase_sub_one (x : ℝ) : ‖phase x - 1‖ ^ 2 = 4 * Real.sin (π * x) ^ 2 := by
  have h : phase x - 1 = ((Real.cos (2 * π * x) - 1 : ℝ) : ℂ)
      + ((Real.sin (2 * π * x) : ℝ) : ℂ) * Complex.I := by
    unfold phase
    rw [show 2 * (π : ℂ) * Complex.I * x = ((2 * π * x : ℝ) : ℂ) * Complex.I by
      push_cast; ring, Complex.exp_mul_I]
    push_cast
    ring
  rw [h, Complex.sq_norm, Complex.normSq_add_mul_I, show 2 * π * x = 2 * (π * x) by ring,
    Real.cos_two_mul, Real.sin_two_mul]
  linear_combination (4 * (Real.cos (π * x) ^ 2 - 1)) * Real.sin_sq_add_cos_sq (π * x)

/-- Geometric sum of the register phases:
`(∑_{j<N} exp(2πi j d)) (exp(2πi d) - 1) = exp(2πi N d) - 1`. -/
theorem phase_sum_mul (N : ℕ) (d : ℝ) :
    (∑ j ∈ range N, phase (j * d)) * (phase d - 1) = phase (N * d) - 1 := by
  simp_rw [phase_nat_mul]
  exact geom_sum_mul _ _

/-- For every `N` and real `d`: `sin²(π d) |∑_{j<N} exp(2πi j d)|² = sin²(π N d)`. -/
theorem sin_sq_mul_norm_sq_sum (N : ℕ) (d : ℝ) :
    Real.sin (π * d) ^ 2 * ‖∑ j ∈ range N, phase (j * d)‖ ^ 2 = Real.sin (π * N * d) ^ 2 := by
  have h : ‖(∑ j ∈ range N, phase (j * d)) * (phase d - 1)‖ ^ 2 = ‖phase (N * d) - 1‖ ^ 2 := by
    rw [phase_sum_mul]
  rw [norm_mul, mul_pow, norm_sq_phase_sub_one, norm_sq_phase_sub_one] at h
  rw [mul_assoc π (N : ℝ) d]
  linear_combination h / 4

/-- For `N ≥ 1` and non-integer detuning `d`, the denominator `N² sin²(π d)` is non-zero and
`|α(d)|² = sin²(π N d) / (N² sin²(π d))`. -/
theorem norm_sq_amp (N : ℕ) (hN : 1 ≤ N) (d : ℝ) (hd : ∀ m : ℤ, d ≠ m) :
    (N : ℝ) ^ 2 * Real.sin (π * d) ^ 2 ≠ 0 ∧
      ‖amp N d‖ ^ 2 = Real.sin (π * N * d) ^ 2 / ((N : ℝ) ^ 2 * Real.sin (π * d) ^ 2) := by
  have hN' : (N : ℝ) ≠ 0 := Nat.cast_ne_zero.2 (by omega)
  have hs : Real.sin (π * d) ≠ 0 := by
    intro h
    obtain ⟨n, hn⟩ := Real.sin_eq_zero_iff.1 h
    exact hd n (mul_left_cancel₀ Real.pi_ne_zero (by linarith))
  have hne : (N : ℝ) ^ 2 * Real.sin (π * d) ^ 2 ≠ 0 :=
    mul_ne_zero (pow_ne_zero 2 hN') (pow_ne_zero 2 hs)
  have hn : ‖(1 / (N : ℂ))‖ = 1 / (N : ℝ) := by simp
  refine ⟨hne, ?_⟩
  rw [eq_div_iff hne, ← sin_sq_mul_norm_sq_sum, amp, norm_mul, hn]
  generalize ‖∑ j ∈ range N, phase (j * d)‖ = A
  generalize Real.sin (π * d) = s
  field_simp

/-- For `N ≥ 1` the amplitude at an integer detuning equals one. -/
theorem amp_int (N : ℕ) (hN : 1 ≤ N) (m : ℤ) : amp N m = 1 := by
  have hne : (N : ℂ) ≠ 0 := Nat.cast_ne_zero.2 (by omega)
  have h : ∀ j : ℕ, phase (j * (m : ℝ)) = 1 := by
    intro j
    unfold phase
    refine Eq.trans ?_ (Complex.exp_int_mul_two_pi_mul_I (j * m))
    congr 1
    push_cast
    ring
  simp only [amp, h, sum_const, card_range, nsmul_eq_mul, mul_one]
  field_simp

/-- For a phase `j/N` on the readout grid and an outcome `l`, both `j, l < N`, the amplitude
`α(j/N - l/N)` is one if `j = l` and zero otherwise. -/
theorem amp_grid (N j l : ℕ) (hj : j < N) (hl : l < N) :
    amp N ((j : ℝ) / N - (l : ℝ) / N) = if j = l then 1 else 0 := by
  have hN : 1 ≤ N := by omega
  have hN' : (N : ℝ) ≠ 0 := Nat.cast_ne_zero.2 (by omega)
  split_ifs with hjl
  · subst hjl
    rw [sub_self]
    simpa using amp_int N hN 0
  · -- the detuning (j - l)/N is not an integer since 0 < |j - l| < N
    have hd : ∀ m : ℤ, (j : ℝ) / N - (l : ℝ) / N ≠ m := by
      intro m hm
      have h1 : (j : ℝ) - l = m * N := by
        rw [← hm]
        field_simp
      have h2 : (((j : ℤ) - l : ℤ) : ℝ) = ((m * N : ℤ) : ℝ) := by
        push_cast
        exact h1
      have h3 : (j : ℤ) - l = m * N := Int.cast_injective h2
      have hN0 : (0 : ℤ) ≤ N := by omega
      have hlo : -(N : ℤ) < (j : ℤ) - l := by omega
      have hhi : (j : ℤ) - l < N := by omega
      rcases lt_trichotomy m 0 with h | h | h
      · nlinarith [mul_nonneg (show 0 ≤ -1 - m by omega) hN0]
      · rw [h, zero_mul] at h3
        omega
      · nlinarith [mul_nonneg (show 0 ≤ m - 1 by omega) hN0]
    -- the numerator sin(π (j - l)) vanishes
    have hs : Real.sin (π * N * ((j : ℝ) / N - (l : ℝ) / N)) = 0 := by
      have e : π * N * ((j : ℝ) / N - (l : ℝ) / N) = (((j : ℤ) - l : ℤ) : ℝ) * π := by
        push_cast
        field_simp
      rw [e, Real.sin_int_mul_pi]
    have h := (norm_sq_amp N hN _ hd).2
    rw [hs] at h
    simpa using h

/-- For `N ≥ 1` and any real eigenphase `φ`, the probabilities `|α(φ - k/N)|²` of the `N`
outcomes `k < N` sum to one. -/
theorem sum_prob (N : ℕ) (hN : 1 ≤ N) (φ : ℝ) : ∑ k ∈ range N, prob N φ k = 1 := by
  have hne : (N : ℂ) ≠ 0 := Nat.cast_ne_zero.2 (by omega)
  have hterm : ∀ k j l : ℕ, phase (j * (φ - k / N)) * conj (phase (l * (φ - k / N)))
      = phase (((j : ℝ) - l) * φ) * phase (k * ((l : ℝ) / N - (j : ℝ) / N)) := by
    intro k j l
    unfold phase
    rw [← Complex.exp_conj, ← Complex.exp_add, ← Complex.exp_add]
    congr 1
    simp only [map_mul, Complex.conj_ofReal, Complex.conj_I, map_ofNat]
    push_cast
    ring
  -- each probability as a double sum over register states
  have hk : ∀ k : ℕ, (prob N φ k : ℂ) = (1 / (N : ℂ)) ^ 2 * ∑ j ∈ range N, ∑ l ∈ range N,
      phase (((j : ℝ) - l) * φ) * phase (k * ((l : ℝ) / N - (j : ℝ) / N)) := by
    intro k
    have hc : conj (1 / (N : ℂ)) = 1 / (N : ℂ) := by simp
    rw [prob, ← Complex.normSq_eq_norm_sq, ← Complex.mul_conj, amp, map_mul, map_sum, hc]
    simp_rw [← hterm k]
    rw [← sum_mul_sum]
    ring
  have hS : ∀ d : ℝ, ∑ k ∈ range N, phase (k * d) = N * amp N d := by
    intro d
    rw [amp, ← mul_assoc, mul_one_div_cancel hne, one_mul]
  -- the sum over outcomes keeps only the diagonal terms l = j
  have hin : ∀ j ∈ range N, ∑ l ∈ range N, phase (((j : ℝ) - l) * φ)
      * ∑ k ∈ range N, phase (k * ((l : ℝ) / N - (j : ℝ) / N)) = N := by
    intro j hj
    rw [sum_eq_single j]
    · rw [hS, amp_grid N j j (mem_range.1 hj) (mem_range.1 hj), if_pos rfl]
      simp [phase]
    · intro l hl hlj
      rw [hS, amp_grid N l j (mem_range.1 hl) (mem_range.1 hj), if_neg hlj]
      simp
    · intro h
      exact absurd hj h
  apply Complex.ofReal_injective
  rw [Complex.ofReal_sum]
  calc ∑ k ∈ range N, (prob N φ k : ℂ)
      = (1 / (N : ℂ)) ^ 2 * ∑ j ∈ range N, ∑ l ∈ range N, phase (((j : ℝ) - l) * φ)
          * ∑ k ∈ range N, phase (k * ((l : ℝ) / N - (j : ℝ) / N)) := by
        simp_rw [hk]
        rw [← mul_sum, sum_comm]
        congr 1
        refine sum_congr rfl fun j _ => ?_
        rw [sum_comm]
        refine sum_congr rfl fun l _ => ?_
        rw [mul_sum]
    _ = ((1 : ℝ) : ℂ) := by
        rw [sum_congr rfl hin]
        simp only [sum_const, card_range, nsmul_eq_mul, Complex.ofReal_one]
        field_simp

/-- For `N ≥ 1` and a detuning of at most half a grid spacing, `|d| ≤ 1/(2N)`, one has
`|α(d)|² ≥ 4/π²`. -/
theorem four_div_pi_sq_le (N : ℕ) (hN : 1 ≤ N) (d : ℝ) (hd : |d| ≤ 1 / (2 * N)) :
    4 / π ^ 2 ≤ ‖amp N d‖ ^ 2 := by
  have hN' : (0 : ℝ) < N := Nat.cast_pos.2 (by omega)
  have hπ := Real.pi_pos
  by_cases hd0 : d = 0
  · have h : amp N 0 = 1 := by simpa using amp_int N hN 0
    rw [hd0, h, norm_one, one_pow, div_le_one (by positivity)]
    nlinarith [Real.pi_gt_three]
  rw [le_div_iff₀ (by positivity)] at hd
  have hNd : N * |d| ≤ 1 / 2 := by linarith
  have hb : π * N * |d| ≤ π / 2 := by
    have := mul_le_mul_of_nonneg_left hNd hπ.le
    linarith
  -- numerator: sin x ≥ 2x/π on [0, π/2]
  have ha := Real.mul_le_sin (x := π * N * |d|) (by positivity) hb
  rw [show 2 / π * (π * N * |d|) = 2 * N * |d| by field_simp] at ha
  have hs : Real.sin (π * N * |d|) ^ 2 = Real.sin (π * N * d) ^ 2 := by
    rcases abs_choice d with h | h
    · rw [h]
    · rw [h, mul_neg, Real.sin_neg, neg_sq]
  have h1 : 4 * (N : ℝ) ^ 2 * d ^ 2 ≤ Real.sin (π * N * d) ^ 2 :=
    calc 4 * (N : ℝ) ^ 2 * d ^ 2 = (2 * N * |d|) ^ 2 := by
          rw [mul_pow (2 * (N : ℝ)), sq_abs]
          ring
      _ ≤ Real.sin (π * N * |d|) ^ 2 := pow_le_pow_left₀ (by positivity) ha 2
      _ = _ := hs
  -- denominator: sin² x ≤ x²
  have h2 := mul_le_mul_of_nonneg_right (Real.sin_sq_le_sq (x := π * d))
    (sq_nonneg ‖∑ j ∈ range N, phase (j * d)‖)
  rw [sin_sq_mul_norm_sq_sum] at h2
  have h3 : d ^ 2 * (4 * (N : ℝ) ^ 2)
      ≤ d ^ 2 * (‖∑ j ∈ range N, phase (j * d)‖ ^ 2 * π ^ 2) := by
    nlinarith [h1, h2]
  have h4 := le_of_mul_le_mul_left h3 (by positivity)
  have hn : ‖(1 / (N : ℂ))‖ = 1 / (N : ℝ) := by simp
  have he : ∀ x : ℝ, (1 / (N : ℝ) * x) ^ 2 = x ^ 2 / (N : ℝ) ^ 2 := fun x => by ring
  rw [amp, norm_mul, hn, he, div_le_div_iff₀ (by positivity) (by positivity)]
  exact h4

end

end PhaseEstimation
```

```lean
#print axioms PhaseEstimation.phase_sum_mul
#print axioms PhaseEstimation.sum_prob
#print axioms PhaseEstimation.four_div_pi_sq_le
```

```
'PhaseEstimation.phase_sum_mul' depends on axioms: [propext, Classical.choice, Quot.sound]
'PhaseEstimation.sum_prob' depends on axioms: [propext, Classical.choice, Quot.sound]
'PhaseEstimation.four_div_pi_sq_le' depends on axioms: [propext, Classical.choice, Quot.sound]
```

### How the proofs follow the derivation

`phase_nat_mul` is $e(nx) = e(x)^n$, reduced by `Complex.exp_nat_mul` to an identity between exponents. In `norm_sq_phase_sub_one` the step `h` writes $e(x) - 1$ as real part plus $i$ times imaginary part. The double-angle formulas then turn the goal into $(2c^2 - 2)^2 + (2sc)^2 = 4s^2$ with $c = \cos\pi x$ and $s = \sin\pi x$. The difference of the two sides is $4(c^2 - 1)(s^2 + c^2 - 1)$, which is why `linear_combination` multiplies `Real.sin_sq_add_cos_sq` by $4(c^2 - 1)$.

`phase_sum_mul` rewrites every phase as a power of $q$ and applies Mathlib's `geom_sum_mul`. `sin_sq_mul_norm_sq_sum` is equation (1): it takes squared moduli of both sides of `phase_sum_mul`, uses `norm_mul`, applies `norm_sq_phase_sub_one` twice (at $d$ and at $Nd$), and divides by four. In `norm_sq_amp`, `hs` is the non-vanishing of $\sin(\pi d)$, obtained from `Real.sin_eq_zero_iff`. The quotient is cleared by `eq_div_iff`, the numerator is replaced by the left side of (1), and what remains is algebra in $|S|$, $\sin(\pi d)$ and $N$.

`amp_int` shows term by term that the phase is one, through `Complex.exp_int_mul_two_pi_mul_I`. In `amp_grid`, `h3` is the integer equation $j - l = mN$, `lt_trichotomy` splits on the sign of $m$ as above, and `hs` is the vanishing numerator.

In `sum_prob`, `hterm` is the splitting of a product of terms, `hk` is the double sum for one outcome, and `hS` says that a bare sum over $k$ is $N\alpha$. The step `hin` fixes $j$ and uses `sum_eq_single` to keep $l = j$; the off-diagonal terms vanish by `amp_grid N l j`, whose argument order matches the detuning $l/N - j/N$. The equation is real, but the double sum is complex, so the proof passes to $\mathbb{C}$ by `Complex.ofReal_injective`, and two uses of `sum_comm` bring the sum over $k$ innermost.

`four_div_pi_sq_le` treats $d = 0$ first. After that, `h1` is the numerator bound from `Real.mul_le_sin`, `h2` is the bound from `Real.sin_sq_le_sq` combined with (1), and `h4` cancels $d^2$. Since the proof rests on (1) and not on the quotient, it needs no argument that $d$ is non-integer.

### Remarks

The bound $4/\pi^2$ is stated for a detuning $d$. It applies to an outcome $k$ by setting $d = \varphi - k/N$, and an outcome $k < N$ within half a spacing is available when $-1/(2N) \le \varphi \le 1 - 1/(2N)$. For $\varphi$ just below one the favoured outcome is $k = 0$, and reaching it needs the periodicity $\alpha(d + 1) = \alpha(d)$, which is visible from the definition but is not among the file's theorems. Input states that are superpositions of eigenstates, approximate time evolution and tail estimates for distant outcomes are not treated.

A different model would take the register as a vector in `EuclideanSpace ℂ (Fin N)`, define the state $N^{-1/2}\sum_j e(j\varphi)|j\rangle$ and the Fourier matrix, and define the amplitude as a component of the transformed vector. The expression $\alpha(\varphi - k/N)$ would then be something to prove instead of a definition, and normalisation would follow from unitarity of the matrix and unit norm of the input. Unitarity would call for the same orthogonality that `amp_grid` supplies, and the closed form and the lower bound would still come from the geometric sum. Such a statement would sit closer to the circuit, at the price of outcomes indexed by `Fin N` and conversions between vector norms and sums.
